# Opposite sublattice polarizations in the ground states of the Kittel energy with positive coupling

Let $E$ be a real inner product space with inner product $\langle\cdot,\cdot\rangle$ and norm $|\cdot|$. The polarizations of the two sublattices of a crystal are vectors $x,y\in E$. For real coefficients $a,b,c$ the Kittel energy is
$$F(x,y)=a(|x|^2+|y|^2)+c\,\langle x,y\rangle+b(|x|^4+|y|^4).$$
A *ground state* is a pair $(x,y)$ with $F(x,y)\le F(u,v)$ for all $u,v\in E$. A *staggered state* is a pair of the form $(x,-x)$.

The choice $E=\mathbb R$ describes polarizations along a fixed axis, and $E=\mathbb R^3$ describes polarizations that are free to rotate. The coefficients carry no factors $\tfrac12$ or $\tfrac14$, and the coupling term is counted once. The condition $c>0$ expresses an interaction that favours opposite polarizations. The condition $b>0$ keeps the energy bounded below when the polarizations grow.

For $b,c>0$ the ground states are as follows.

- Every ground state satisfies $y=-x$.
- If $c\le 2a$, the only ground state is $x=y=0$.
- If $2a<c$ and $E\ne\{0\}$, the ground states are exactly the pairs with $y=-x$ and $|x|^2=(c-2a)/(4b)$.

When this energy is fitted to computed total energies of a crystal and the fit gives $b,c>0$, the sign of $c-2a$ therefore decides whether the fitted model has an antiferroelectric ground state.

## Comparison with staggered states

On a staggered state $\langle x,-x\rangle=-|x|^2$, so
$$F(x,-x)=(2a-c)|x|^2+2b|x|^4.$$
Adding the same expression for $y$ and subtracting the sum from $2F(x,y)$ cancels the quartic terms and the terms in $a$. What remains is $c(|x|^2+|y|^2+2\langle x,y\rangle)=c|x+y|^2$, hence
$$2F(x,y)=F(x,-x)+F(y,-y)+c\,|x+y|^2.$$
If $(x,y)$ is a ground state, then $F(x,y)\le F(x,-x)$ and $F(x,y)\le F(y,-y)$. The sum of these inequalities and the identity give $c|x+y|^2\le 0$. Since $c>0$, it follows that $y=-x$.

Suppose $c\le 2a$. Both terms of $F(x,-x)$ are then nonnegative, so the identity gives $F(u,v)\ge 0=F(0,0)$ for all $u,v$, and the origin is a ground state. Conversely, a ground state has $y=-x$ and energy at most $F(0,0)=0$. This forces $2b|x|^4\le 0$, so $x=0$ and $y=0$.

## Completing the square in the ordered case

Suppose $2a<c$ and put $P=(c-2a)/(4b)>0$. Then
$$F(x,y)=b(|x|^2-P)^2+b(|y|^2-P)^2+\frac c2|x+y|^2-2bP^2.$$
To check this, expand the right-hand side. The coefficient of $|x|^2$, and likewise of $|y|^2$, is $-2bP+\tfrac c2=-\tfrac{c-2a}{2}+\tfrac c2=a$. The cross term is $c\langle x,y\rangle$, and the constants cancel.

The three squares are nonnegative, so $F\ge-2bP^2$. Equality holds exactly when $y=-x$ and $|x|^2=P$. Such a vector exists because any nonzero $e\in E$ can be rescaled to $(\sqrt P/|e|)\,e$. The bound is therefore attained, and the ground states are exactly the pairs that attain it.

For $E=\mathbb R$ this leaves two ground states, $(\sqrt P,-\sqrt P)$ and $(-\sqrt P,\sqrt P)$.

If $c=0$ and $a<0$, the same formula holds with $P=-a/(2b)$, but the term in $|x+y|^2$ is absent. The magnitudes are then fixed and the relative orientation is free.

Finally, let $a=\alpha(T-T_0)$ with $\alpha>0$, where $T$ is the temperature and $T_0$ is the temperature at which $a$ changes sign, and let $b,c>0$ be independent of $T$. Then $F$ is a free energy, and the pairs called ground states here are the equilibrium states of the model at temperature $T$. The condition $2a<c$ becomes $T<T_0+c/(2\alpha)$, so a positive coupling raises the ordering temperature above $T_0$.

## The energy and its minimizers in Lean

The type `E` is an arbitrary real inner product space. Neither finite dimension nor completeness is assumed.

```lean
import Mathlib

open scoped InnerProductSpace

namespace KittelAntiferroelectric

noncomputable section

variable {E : Type*} [NormedAddCommGroup E] [InnerProductSpace ℝ E]
```

The energy is a function of three real coefficients and two vectors, with `⟪x, y⟫_ℝ` for the inner product.

```lean
/-- The Kittel energy of two sublattice polarizations `x` and `y`, with quadratic
coefficient `a`, quartic coefficient `b` and intersublattice coupling `c`. -/
def kittelEnergy (a b c : ℝ) (x y : E) : ℝ :=
  a * (‖x‖ ^ 2 + ‖y‖ ^ 2) + c * ⟪x, y⟫_ℝ + b * (‖x‖ ^ 4 + ‖y‖ ^ 4)
```

The next definition quantifies over all pairs `u v`, so it describes global minimizers and not merely stationary points or local minima.

```lean
/-- A ground state is a pair of sublattice polarizations that minimizes the Kittel energy
among all pairs. -/
def IsGroundState (a b c : ℝ) (x y : E) : Prop :=
  ∀ u v : E, kittelEnergy a b c x y ≤ kittelEnergy a b c u v
```

The model is a mean-field one: each sublattice has a single uniform polarization, and fluctuations, gradients and strain are absent. The energy depends only on lengths and the relative angle, so no crystal axis is preferred when $\dim E>1$. There is also no applied field, and hence no account of the double hysteresis loop for which antiferroelectrics are known.

## Three identities and a vector of given length

The first two identities are those used in the comparison with staggered states. After the norms and inner products have been expanded, `ring` finishes the algebra.

```lean
/-- The energy of a staggered state, in which the two sublattices carry opposite
polarizations. -/
theorem energy_staggered (a b c : ℝ) (x : E) :
    kittelEnergy a b c x (-x) = (2 * a - c) * ‖x‖ ^ 2 + 2 * b * ‖x‖ ^ 4 := by
  simp only [kittelEnergy, norm_neg, inner_neg_right, real_inner_self_eq_norm_sq]
  ring

/-- Twice the energy of any state is the sum of the energies of the two staggered states
built from its sublattices, plus the coupling times the squared net polarization. -/
theorem energy_split (a b c : ℝ) (x y : E) :
    2 * kittelEnergy a b c x y =
      kittelEnergy a b c x (-x) + kittelEnergy a b c y (-y) + c * ‖x + y‖ ^ 2 := by
  rw [energy_staggered, energy_staggered, norm_add_sq_real]
  unfold kittelEnergy
  ring
```

In the completed square, `P` enters through the equation `4 * b * P = c - 2 * a` and not as a quotient. The identity therefore needs no sign conditions, and it serves the coupled and the uncoupled case alike. The `linear_combination` step multiplies that equation by $(|x|^2+|y|^2)/2$, which is the matching of quadratic coefficients done above.

```lean
/-- For any real `P` with `4 b P = c - 2 a`, the energy is a linear combination of the squares of
`‖x‖ ^ 2 - P`, `‖y‖ ^ 2 - P` and `‖x + y‖`, plus a constant. -/
theorem energy_complete_square {a b c P : ℝ} (hP : 4 * b * P = c - 2 * a) (x y : E) :
    kittelEnergy a b c x y =
      b * (‖x‖ ^ 2 - P) ^ 2 + b * (‖y‖ ^ 2 - P) ^ 2 + c / 2 * ‖x + y‖ ^ 2
        - 2 * b * P ^ 2 := by
  rw [norm_add_sq_real]
  unfold kittelEnergy
  linear_combination (‖x‖ ^ 2 + ‖y‖ ^ 2) / 2 * hP
```

The assumption `Nontrivial E` says that $E$ contains a nonzero vector. The lemma rescales it to the required length.

```lean
/-- A nonzero polarization space contains a vector of any prescribed squared length. -/
theorem exists_polarization [Nontrivial E] {p : ℝ} (hp : 0 ≤ p) : ∃ e : E, ‖e‖ ^ 2 = p := by
  obtain ⟨e, he⟩ := exists_ne (0 : E)
  have hne : ‖e‖ ≠ 0 := norm_ne_zero_iff.2 he
  refine ⟨(√p / ‖e‖) • e, ?_⟩
  rw [norm_smul, Real.norm_eq_abs, mul_pow, sq_abs, div_pow, Real.sq_sqrt hp]
  field_simp
```

## Antiparallel order and the two regimes

The first theorem assumes only $c>0$. In its proof `h1` and `h2` are the comparisons with the two staggered states, and `h3` is the splitting identity. Together they give $|x+y|^2\le0$.

```lean
/-- For positive coupling, the sublattice polarizations of every ground state are opposite. -/
theorem groundState_antiparallel {a b c : ℝ} (hc : 0 < c) {x y : E}
    (h : IsGroundState a b c x y) : y = -x := by
  -- compare with the staggered states built from each sublattice
  have h1 := h x (-x)
  have h2 := h y (-y)
  have h3 := energy_split a b c x y
  have h4 : ‖x + y‖ ^ 2 ≤ 0 :=
    le_of_mul_le_mul_left (by linarith : c * ‖x + y‖ ^ 2 ≤ c * 0) hc
  have h5 : ‖x + y‖ = 0 :=
    (pow_eq_zero_iff two_ne_zero).1 (le_antisymm h4 (sq_nonneg _))
  exact eq_neg_of_add_eq_zero_right (norm_eq_zero.1 h5)
```

The unpolarized regime includes the boundary $c=2a$, where the quadratic part of the staggered energy vanishes and the quartic term alone selects the origin among the staggered states. The auxiliary statement `hq` records that the quadratic part is nonnegative. The forward direction compares the given ground state with the origin, and the reverse direction bounds the energy of an arbitrary pair from below by zero.

```lean
/-- For `b, c > 0` and `c ≤ 2 a`, the unpolarized state is the one and only ground state. -/
theorem groundState_iff_unpolarized {a b c : ℝ} (hb : 0 < b) (hc : 0 < c)
    (hac : c ≤ 2 * a) (x y : E) : IsGroundState a b c x y ↔ x = 0 ∧ y = 0 := by
  have h0 : kittelEnergy a b c (0 : E) 0 = 0 := by simp [kittelEnergy]
  have hq (z : E) : 0 ≤ (2 * a - c) * ‖z‖ ^ 2 :=
    mul_nonneg (by linarith) (sq_nonneg _)
  constructor
  · intro h
    have hy := groundState_antiparallel hc h
    have h1 := h 0 0
    rw [hy, energy_staggered, h0] at h1
    have h2 : ‖x‖ ^ 4 ≤ 0 :=
      le_of_mul_le_mul_left (by linarith [hq x] : b * ‖x‖ ^ 4 ≤ b * 0) hb
    have h3 : ‖x‖ = 0 :=
      (pow_eq_zero_iff four_ne_zero).1 (le_antisymm h2 (by positivity))
    have hx : x = 0 := norm_eq_zero.1 h3
    exact ⟨hx, by rw [hy, hx, neg_zero]⟩
  · rintro ⟨rfl, rfl⟩ u v
    have h1 := energy_split a b c u v
    rw [energy_staggered, energy_staggered] at h1
    have h2 : 0 ≤ 2 * b * ‖u‖ ^ 4 := by positivity
    have h3 : 0 ≤ 2 * b * ‖v‖ ^ 4 := by positivity
    have h4 : 0 ≤ c * ‖u + v‖ ^ 2 := by positivity
    rw [h0]
    linarith [hq u, hq v]
```

In the ordered regime the theorem is again an equivalence, so it both identifies the ground states and shows that every pair of the stated form is one. The proof replaces the quotient $(c-2a)/(4b)$ by a letter `P` and keeps only its defining equation and its positivity. For the forward direction the competitor is `(e, -e)` with $|e|^2=P$, whose energy is $-2bP^2$. The comparison forces $(|x|^2-P)^2\le0$. The reverse direction uses the nonnegativity of the three squares.

```lean
/-- For `b, c > 0` and `2 a < c`, and in a nonzero polarization space, the ground states are exactly
the states with opposite sublattice polarizations of squared magnitude `(c - 2 a) / (4 b)`. -/
theorem groundState_iff_antiferroelectric [Nontrivial E] {a b c : ℝ} (hb : 0 < b)
    (hc : 0 < c) (hac : 2 * a < c) (x y : E) :
    IsGroundState a b c x y ↔ y = -x ∧ ‖x‖ ^ 2 = (c - 2 * a) / (4 * b) := by
  have hP : 4 * b * ((c - 2 * a) / (4 * b)) = c - 2 * a := by field_simp
  have hP0 : 0 < (c - 2 * a) / (4 * b) := div_pos (by linarith) (by positivity)
  generalize (c - 2 * a) / (4 * b) = P at hP hP0 ⊢
  constructor
  · intro h
    have hy := groundState_antiparallel hc h
    refine ⟨hy, ?_⟩
    -- a staggered state of the optimal magnitude is the competitor
    obtain ⟨e, he⟩ := exists_polarization (E := E) hP0.le
    have h1 := h e (-e)
    simp only [hy, energy_complete_square hP, norm_neg, add_neg_cancel, norm_zero, he] at h1
    have h2 : (‖x‖ ^ 2 - P) ^ 2 ≤ 0 :=
      le_of_mul_le_mul_left (by linarith : b * (‖x‖ ^ 2 - P) ^ 2 ≤ b * 0) hb
    have h3 := (pow_eq_zero_iff two_ne_zero).1 (le_antisymm h2 (sq_nonneg _))
    linarith
  · rintro ⟨rfl, hx⟩ u v
    simp only [energy_complete_square hP, norm_neg, add_neg_cancel, norm_zero, hx]
    have h1 := mul_nonneg hb.le (sq_nonneg (‖u‖ ^ 2 - P))
    have h2 := mul_nonneg hb.le (sq_nonneg (‖v‖ ^ 2 - P))
    have h3 : 0 ≤ c / 2 * ‖u + v‖ ^ 2 := by positivity
    linarith
```

## Scalar polarizations, zero coupling and temperature

The scalar theorem writes the energy out in real variables, so it can be read without the two definitions. Its proof translates norms into absolute values and the inner product into multiplication, applies the general theorem, and splits $x^2=P$ into its two roots.

```lean
/-- For scalar polarizations with `b, c > 0` and `2 a < c`, the energy has exactly two global
minimizers, which differ by exchanging the two sublattices. -/
theorem scalar_groundStates {a b c : ℝ} (hb : 0 < b) (hc : 0 < c) (hac : 2 * a < c)
    (x y : ℝ) :
    (∀ u v : ℝ, a * (x ^ 2 + y ^ 2) + c * (x * y) + b * (x ^ 4 + y ^ 4) ≤
        a * (u ^ 2 + v ^ 2) + c * (u * v) + b * (u ^ 4 + v ^ 4)) ↔
      (x = √((c - 2 * a) / (4 * b)) ∧ y = -√((c - 2 * a) / (4 * b))) ∨
      (x = -√((c - 2 * a) / (4 * b)) ∧ y = √((c - 2 * a) / (4 * b))) := by
  have h4 (z : ℝ) : |z| ^ 4 = z ^ 4 := by
    calc |z| ^ 4 = (|z| ^ 2) ^ 2 := by ring
      _ = z ^ 4 := by rw [sq_abs]; ring
  have hin (u v : ℝ) : ⟪u, v⟫_ℝ = u * v := by simp [mul_comm]
  have key := groundState_iff_antiferroelectric hb hc hac x y
  simp only [IsGroundState, kittelEnergy, Real.norm_eq_abs, sq_abs, h4, hin] at key
  rw [key]
  have hs : √((c - 2 * a) / (4 * b)) ^ 2 = (c - 2 * a) / (4 * b) :=
    Real.sq_sqrt (div_pos (by linarith) (by positivity)).le
  constructor
  · rintro ⟨hy, hx⟩
    rw [← hs] at hx
    rcases sq_eq_sq_iff_eq_or_eq_neg.1 hx with h | h
    · exact Or.inl ⟨h, by rw [hy, h]⟩
    · exact Or.inr ⟨h, by rw [hy, h, neg_neg]⟩
  · rintro (⟨hx, hy⟩ | ⟨hx, hy⟩)
    · exact ⟨by rw [hy, hx], by rw [hx, hs]⟩
    · exact ⟨by rw [hy, hx, neg_neg], by rw [hx, neg_sq, hs]⟩
```

The next theorem sets the coupling to zero and takes $a<0$. The competitor is now `(e, e)`, a parallel state, which has the minimal energy because orientation no longer matters. Since the two remaining squares are nonnegative and their sum is at most zero, each of them vanishes. The condition $c>0$ in the antiparallel theorem thus cannot be relaxed to $c\ge 0$: at $c=0$ and $a<0<b$ there are nonzero parallel ground states.

```lean
/-- Without coupling, for `a < 0 < b` and in a nonzero polarization space, a state is a ground state
exactly when both sublattices have squared polarization `-a / (2 b)`, whatever their relative
orientation. -/
theorem groundState_iff_uncoupled [Nontrivial E] {a b : ℝ} (hb : 0 < b) (ha : a < 0)
    (x y : E) :
    IsGroundState a b 0 x y ↔ ‖x‖ ^ 2 = -a / (2 * b) ∧ ‖y‖ ^ 2 = -a / (2 * b) := by
  have hP : 4 * b * (-a / (2 * b)) = 0 - 2 * a := by
    field_simp
    ring
  have hP0 : 0 < -a / (2 * b) := div_pos (by linarith) (by positivity)
  generalize -a / (2 * b) = P at hP hP0 ⊢
  have hn (z : E) := mul_nonneg hb.le (sq_nonneg (‖z‖ ^ 2 - P))
  constructor
  · intro h
    obtain ⟨e, he⟩ := exists_polarization (E := E) hP0.le
    have h1 := h e e
    simp only [energy_complete_square hP, he] at h1
    have hz (z : E) (hle : b * (‖z‖ ^ 2 - P) ^ 2 ≤ b * 0) : ‖z‖ ^ 2 = P := by
      have h2 := le_of_mul_le_mul_left hle hb
      have h3 := (pow_eq_zero_iff two_ne_zero).1 (le_antisymm h2 (sq_nonneg _))
      linarith
    exact ⟨hz x (by linarith [hn y]), hz y (by linarith [hn x])⟩
  · rintro ⟨hx, hy⟩ u v
    simp only [energy_complete_square hP, hx, hy]
    linarith [hn u, hn v]
```

The last theorem takes a ground state at temperature `T` and decides whether it is polarized. It speaks of `x` alone, but $y=-x$ makes the two sublattices polarized together. The statement `hT` rewrites the temperature condition as $2a<c$, after which each direction follows from the theorem for the corresponding regime. The threshold is a fixed temperature when $c$ does not itself vary with $T$.

```lean
/-- With the quadratic coefficient `α (T - T₀)`, for `α, b, c > 0` and in a nonzero polarization
space, a ground state has `x ≠ 0` exactly when the temperature `T` lies below `T₀ + c / (2 α)`. -/
theorem polarized_iff_below_transition [Nontrivial E] {α b c T T₀ : ℝ} (hα : 0 < α)
    (hb : 0 < b) (hc : 0 < c) {x y : E} (h : IsGroundState (α * (T - T₀)) b c x y) :
    x ≠ 0 ↔ T < T₀ + c / (2 * α) := by
  have hT : T < T₀ + c / (2 * α) ↔ 2 * (α * (T - T₀)) < c := by
    rw [← sub_lt_iff_lt_add', lt_div_iff₀ (by positivity)]
    constructor <;> intro h' <;> linarith
  rw [hT]
  constructor
  · intro hx
    by_contra hn
    exact hx ((groundState_iff_unpolarized hb hc (not_lt.1 hn) x y).1 h).1
  · intro hlt hx
    have h1 := ((groundState_iff_antiferroelectric hb hc hlt x y).1 h).2
    have h2 : 0 < (c - 2 * (α * (T - T₀))) / (4 * b) :=
      div_pos (by linarith) (by positivity)
    rw [← h1, hx, norm_zero] at h2
    norm_num at h2

end

end KittelAntiferroelectric
```

```lean
#print axioms KittelAntiferroelectric.groundState_antiparallel
#print axioms KittelAntiferroelectric.scalar_groundStates
#print axioms KittelAntiferroelectric.groundState_iff_uncoupled
#print axioms KittelAntiferroelectric.polarized_iff_below_transition
```

```
'KittelAntiferroelectric.groundState_antiparallel' depends on axioms: [propext, Classical.choice, Quot.sound]
'KittelAntiferroelectric.scalar_groundStates' depends on axioms: [propext, Classical.choice, Quot.sound]
'KittelAntiferroelectric.groundState_iff_uncoupled' depends on axioms: [propext, Classical.choice, Quot.sound]
'KittelAntiferroelectric.polarized_iff_below_transition' depends on axioms: [propext, Classical.choice, Quot.sound]
```
